# Energies and splitting of the even and odd combinations of two equivalent core-hole states

When a core hole can sit on either of two equivalent atoms, as in N₂, the sum and the difference of the two localized-hole states are orthogonal and are not coupled by the Hamiltonian. Their energies follow from three numbers: the overlap of the localized states, the energy of one of them and the coupling between them. The splitting does not depend on the zero of energy.

Let $L$ be the state of the ion with the hole on the left atom, $P$ the symmetry operation that exchanges the atoms, and $R=PL$. The states are vectors in a real inner-product space $V$, and the Hamiltonian $H$ is a linear operator defined on all of $V$, as it is in a finite basis. Write
$$s=\langle L,R\rangle,\qquad E=\langle L,HL\rangle,\qquad h=\langle L,HR\rangle .$$
Here $h$ is the matrix element often written $H_{LR}$ or $\beta$, not a one-electron Hamiltonian.

```lean
import Mathlib

open scoped InnerProductSpace

namespace CoreHoleParitySplitting

noncomputable section

variable {V : Type*} [NormedAddCommGroup V] [InnerProductSpace ℝ V]
```

The energy of a nonzero state is its expectation value $\varepsilon_H(x)=\langle x,Hx\rangle/\langle x,x\rangle$, written `energy H x`. It need not be an eigenvalue.

```lean
/-- The energy expectation value `⟨x, H x⟩ / ⟨x, x⟩` of a state `x ≠ 0`, which need not be
normalized. -/
def energy (H : V →ₗ[ℝ] V) (x : V) : ℝ := ⟪x, H x⟫_ℝ / ⟪x, x⟫_ℝ
```

In a two-state non-orthogonal configuration-interaction calculation at a fixed symmetric geometry, $\varepsilon_H(L\pm R)$ are the two roots. Identifying them with levels of the real ion is a further physical step, which neglects mixing with other states and vibrations that break the symmetry.

## (a) Overlap of states of opposite parity

Let $P$ preserve inner products, with $Px=x$ and $Py=-y$. Show that
$$\langle x,y\rangle=0 .$$

**Solution.** $\langle x,y\rangle=\langle Px,Py\rangle=\langle x,-y\rangle=-\langle x,y\rangle$, so the overlap vanishes. In Lean, `P : V ≃ₗᵢ[ℝ] V` is an invertible linear isometry, and `P.inner_map_map` is the first equality.

```lean
/-- An even and an odd state under an isometry `P` are orthogonal. -/
theorem overlap_eq_zero_of_parity (P : V ≃ₗᵢ[ℝ] V) {x y : V}
    (hx : P x = x) (hy : P y = -y) : ⟪x, y⟫_ℝ = 0 := by
  have h := P.inner_map_map x y
  rw [hx, hy, inner_neg_right] at h
  linarith
```

## (b) Coupling of states of opposite parity

Let $H$ also commute with $P$, meaning that the Hamiltonian is unchanged by the exchange of the atoms. Show that
$$\langle x,Hy\rangle=0,\qquad \langle y,Hx\rangle=0 .$$

**Solution.** $P(Hy)=H(Py)=-Hy$, so $Hy$ is odd, and (a) gives the first equation. Likewise $P(Hx)=Hx$, so $Hx$ is even and $\langle y,Hx\rangle=\langle Hx,y\rangle=0$. Both orders are proved because $H$ is not assumed symmetric. The commutation is the hypothesis `hHP`.

```lean
/-- An operator `H` that commutes with the isometry `P` does not couple an even state to an
odd state, in either order. -/
theorem coupling_eq_zero_of_parity (P : V ≃ₗᵢ[ℝ] V) (H : V →ₗ[ℝ] V)
    (hHP : ∀ x, H (P x) = P (H x)) {x y : V} (hx : P x = x) (hy : P y = -y) :
    ⟪x, H y⟫_ℝ = 0 ∧ ⟪y, H x⟫_ℝ = 0 := by
  constructor
  · -- `H y` is again odd
    exact overlap_eq_zero_of_parity P hx (by rw [← hHP, hy, map_neg])
  · -- `H x` is again even
    rw [real_inner_comm]
    exact overlap_eq_zero_of_parity P (by rw [← hHP, hx]) hy
```

## (c) Norms of the combinations

For $\|L\|=1$, show that
$$\langle L\pm R,L\pm R\rangle=2(1\pm s).$$

**Solution.** The isometry gives $\langle R,R\rangle=\langle L,L\rangle=1$, and the inner product is symmetric. Hence the expansion is $1\pm s\pm s+1$. When $|s|<1$, the normalized states are therefore $(L\pm R)/\sqrt{2(1\pm s)}$. The Lean proof expands with `simp only` and adds the terms with `linarith`.

```lean
/-- For a unit vector `L` and its image `P L` under an isometry, with overlap `s`, the sum and
the difference have squared norms `2 (1 + s)` and `2 (1 - s)`. -/
theorem norms_of_combinations (P : V ≃ₗᵢ[ℝ] V) {L : V} (hL : ‖L‖ = 1) :
    ⟪L + P L, L + P L⟫_ℝ = 2 * (1 + ⟪L, P L⟫_ℝ) ∧
    ⟪L - P L, L - P L⟫_ℝ = 2 * (1 - ⟪L, P L⟫_ℝ) := by
  have h1 : ⟪L, L⟫_ℝ = 1 := by rw [real_inner_self_eq_norm_sq, hL]; norm_num
  have h2 : ⟪P L, P L⟫_ℝ = 1 := by rw [P.inner_map_map, h1]
  have h3 : ⟪P L, L⟫_ℝ = ⟪L, P L⟫_ℝ := real_inner_comm _ _
  simp only [inner_add_left, inner_add_right, inner_sub_left, inner_sub_right]
  constructor <;> linarith
```

## (d) Matrix elements of the Hamiltonian

Now let $P^2=1$ as well: exchanging the atoms twice changes nothing. Show that
$$\langle L\pm R,H(L\pm R)\rangle=2(E\pm h).$$

**Solution.** Since $PR=L$,
$$\langle R,HL\rangle=\langle PR,PHL\rangle=\langle L,HPL\rangle=h,$$
$$\langle R,HR\rangle=\langle PL,PHL\rangle=\langle L,HL\rangle=E .$$
The expansion is $E\pm h\pm h+E$. These two identities are `h1` and `h2` in the proof; the first replaces the symmetry of $H$.

```lean
/-- If `H` commutes with the isometric involution `P`, its diagonal elements in `L + P L` and
`L - P L` are `2 (E + h)` and `2 (E - h)`, where `E = ⟨L, H L⟩` and `h = ⟨L, H P L⟩`. -/
theorem elements_of_combinations (P : V ≃ₗᵢ[ℝ] V) (H : V →ₗ[ℝ] V)
    (hP : ∀ x, P (P x) = x) (hHP : ∀ x, H (P x) = P (H x)) (L : V) :
    ⟪L + P L, H (L + P L)⟫_ℝ = 2 * (⟪L, H L⟫_ℝ + ⟪L, H (P L)⟫_ℝ) ∧
    ⟪L - P L, H (L - P L)⟫_ℝ = 2 * (⟪L, H L⟫_ℝ - ⟪L, H (P L)⟫_ℝ) := by
  -- the two sites have equal energies and equal mutual couplings
  have h1 : ⟪P L, H L⟫_ℝ = ⟪L, H (P L)⟫_ℝ := by
    have h := P.inner_map_map (P L) (H L)
    rw [hP, ← hHP] at h
    exact h.symm
  have h2 : ⟪P L, H (P L)⟫_ℝ = ⟪L, H L⟫_ℝ := by rw [hHP, P.inner_map_map]
  simp only [map_add, map_sub, inner_add_left, inner_add_right, inner_sub_left,
    inner_sub_right]
  constructor <;> linarith
```

## (e) The two levels and their splitting

Let $\|L\|=1$ and $|s|<1$. Show that $L+R$ and $L-R$ are nonzero, orthogonal and uncoupled by $H$, and that
$$\varepsilon_H(L+R)=\frac{E+h}{1+s},\qquad \varepsilon_H(L-R)=\frac{E-h}{1-s},$$
$$\varepsilon_H(L+R)-\varepsilon_H(L-R)=\frac{2(h-Es)}{1-s^2}.$$

**Solution.** The squared norms in (c) are positive, so neither vector vanishes. At $s=\pm1$ one of them would: the two localized states would be the same up to sign.

Next, $P(L+R)=R+L$ and $P(L-R)=-(L-R)$, so (a) and (b) apply. Dividing (d) by (c) gives the levels. Their difference has the numerator
$$(E+h)(1-s)-(E-h)(1+s)=2h-2Es$$
over $(1+s)(1-s)=1-s^2$.

For zero overlap the levels reduce to $E\pm h$, with difference $2h$.

In the proof, `even` and `odd` are the parities, and `g` and `u` are the levels. The last step cross-multiplies the fractions and closes with `ring`.

```lean
/-- Let `H` commute with the isometric involution `P`, and let the unit vector `L` and its
image `R = P L` have overlap `s` with `|s| < 1`. Then `L + R` and `L - R` are nonzero,
orthogonal and uncoupled by `H`, with energies `(E + h) / (1 + s)` and `(E - h) / (1 - s)`
that differ by `2 (h - E s) / (1 - s ^ 2)`, where `E = ⟨L, H L⟩` and `h = ⟨L, H R⟩`. -/
theorem parity_splitting (P : V ≃ₗᵢ[ℝ] V) (H : V →ₗ[ℝ] V)
    (hP : ∀ x, P (P x) = x) (hHP : ∀ x, H (P x) = P (H x))
    {L R : V} (hL : ‖L‖ = 1) (hR : R = P L) {s E h : ℝ} (hs : s = ⟪L, R⟫_ℝ)
    (hE : E = ⟪L, H L⟫_ℝ) (hh : h = ⟪L, H R⟫_ℝ) (hs1 : |s| < 1) :
    (L + R ≠ 0 ∧ L - R ≠ 0) ∧
    ⟪L + R, L - R⟫_ℝ = 0 ∧
    (⟪L + R, H (L - R)⟫_ℝ = 0 ∧ ⟪L - R, H (L + R)⟫_ℝ = 0) ∧
    energy H (L + R) = (E + h) / (1 + s) ∧
    energy H (L - R) = (E - h) / (1 - s) ∧
    energy H (L + R) - energy H (L - R) = 2 * (h - E * s) / (1 - s ^ 2) := by
  subst hR
  obtain ⟨n1, n2⟩ := norms_of_combinations P hL
  obtain ⟨e1, e2⟩ := elements_of_combinations P H hP hHP L
  rw [← hs] at n1 n2
  rw [← hE, ← hh] at e1 e2
  obtain ⟨hlo, hhi⟩ := abs_lt.mp hs1
  have hp : 0 < 1 + s := by linarith
  have hm : 0 < 1 - s := by linarith
  have hq : 0 < 1 - s ^ 2 := by nlinarith [mul_pos hp hm]
  -- the sum is even and the difference is odd
  have even : P (L + P L) = L + P L := by rw [map_add, hP, add_comm]
  have odd : P (L - P L) = -(L - P L) := by rw [map_sub, hP, neg_sub]
  have g : energy H (L + P L) = (E + h) / (1 + s) := by
    rw [energy, e1, n1, mul_div_mul_left _ _ two_ne_zero]
  have u : energy H (L - P L) = (E - h) / (1 - s) := by
    rw [energy, e2, n2, mul_div_mul_left _ _ two_ne_zero]
  refine ⟨⟨?_, ?_⟩, overlap_eq_zero_of_parity P even odd,
    coupling_eq_zero_of_parity P H hHP even odd, g, u, ?_⟩
  · intro h0
    rw [h0, inner_zero_left] at n1
    linarith
  · intro h0
    rw [h0, inner_zero_left] at n2
    linarith
  · rw [g, u, div_sub_div _ _ hp.ne' hm.ne',
      div_eq_div_iff (mul_pos hp hm).ne' hq.ne']
    ring
```

## (f) A constant added to the Hamiltonian

For real $c$ and $x\neq0$, show that
$$\varepsilon_{H+c}(x)=\varepsilon_H(x)+c .$$

**Solution.** $\langle x,(H+c)x\rangle=\langle x,Hx\rangle+c\langle x,x\rangle$; divide by $\langle x,x\rangle\neq0$. Lean writes $H+c$ as `H + c • LinearMap.id`.

```lean
/-- Adding a constant `c` to the Hamiltonian raises the energy of every nonzero state
by `c`. -/
theorem energy_shift (H : V →ₗ[ℝ] V) (c : ℝ) {x : V} (hx : x ≠ 0) :
    energy (H + c • LinearMap.id) x = energy H x + c := by
  have h : ⟪x, x⟫_ℝ ≠ 0 := inner_self_ne_zero.mpr hx
  simp only [energy, LinearMap.add_apply, LinearMap.smul_apply, LinearMap.id_apply,
    inner_add_right, real_inner_smul_right]
  rw [add_div, mul_div_assoc, div_self h, mul_one]
```

## (g) The splitting under the same change

For $\|L\|=1$ and $|s|<1$, show that
$$\varepsilon_{H+c}(L+R)-\varepsilon_{H+c}(L-R)=\varepsilon_H(L+R)-\varepsilon_H(L-R).$$

**Solution.** Both combinations are nonzero by (c), so (f) raises each energy by $c$, which cancels. The coupling itself becomes $h+cs$, so it does change unless $cs=0$. This part needs neither $P^2=1$ nor commutation.

```lean
/-- Under the replacement `H → H + c` the splitting between `L + P L` and `L - P L` is
unchanged, for a unit vector `L` whose overlap with `P L` is below one in magnitude. -/
theorem splitting_shift (P : V ≃ₗᵢ[ℝ] V) (H : V →ₗ[ℝ] V) (c : ℝ)
    {L : V} (hL : ‖L‖ = 1) (hs : |⟪L, P L⟫_ℝ| < 1) :
    energy (H + c • LinearMap.id) (L + P L) - energy (H + c • LinearMap.id) (L - P L) =
      energy H (L + P L) - energy H (L - P L) := by
  obtain ⟨n1, n2⟩ := norms_of_combinations P hL
  obtain ⟨hlo, hhi⟩ := abs_lt.mp hs
  have hg : L + P L ≠ 0 := by
    intro h0
    rw [h0, inner_zero_left] at n1
    linarith
  have hu : L - P L ≠ 0 := by
    intro h0
    rw [h0, inner_zero_left] at n2
    linarith
  rw [energy_shift H c hg, energy_shift H c hu]
  ring
```

## (h) Coincident levels and the localized energy

Under the assumptions of (e), show that
$$\varepsilon_H(L+R)=\varepsilon_H(L-R)\iff h=Es,$$
$$E=\frac{1+s}{2}\,\varepsilon_H(L+R)+\frac{1-s}{2}\,\varepsilon_H(L-R).$$

**Solution.** The splitting in (e) has a nonzero denominator, so it vanishes exactly when its numerator does. For the second equation, add $(1+s)\varepsilon_H(L+R)=E+h$ and $(1-s)\varepsilon_H(L-R)=E-h$, then halve; `linear_combination` does this with `a` and `b`.

A nonzero coupling alone thus does not imply a splitting: for $c\neq0$ and $s\neq0$, the operator $H=c$ has the nonzero coupling $h=cs$ and $E=c$, with equal levels.

```lean
/-- In the setting of `parity_splitting`, the two levels coincide exactly when `h = E s`, and
the energy `E` of the localized hole is the average of the two levels with weights
`(1 + s) / 2` and `(1 - s) / 2`. -/
theorem degeneracy_and_localized_energy (P : V ≃ₗᵢ[ℝ] V) (H : V →ₗ[ℝ] V)
    (hP : ∀ x, P (P x) = x) (hHP : ∀ x, H (P x) = P (H x))
    {L R : V} (hL : ‖L‖ = 1) (hR : R = P L) {s E h : ℝ} (hs : s = ⟪L, R⟫_ℝ)
    (hE : E = ⟪L, H L⟫_ℝ) (hh : h = ⟪L, H R⟫_ℝ) (hs1 : |s| < 1) :
    (energy H (L + R) = energy H (L - R) ↔ h = E * s) ∧
    E = (1 + s) / 2 * energy H (L + R) + (1 - s) / 2 * energy H (L - R) := by
  obtain ⟨-, -, -, g, u, d⟩ := parity_splitting P H hP hHP hL hR hs hE hh hs1
  obtain ⟨hlo, hhi⟩ := abs_lt.mp hs1
  have hp : 1 + s ≠ 0 := by linarith
  have hm : 1 - s ≠ 0 := by linarith
  have hq : 1 - s ^ 2 ≠ 0 := by
    have h0 : 1 - s ^ 2 = (1 + s) * (1 - s) := by ring
    rw [h0]
    exact mul_ne_zero hp hm
  constructor
  · rw [← sub_eq_zero, d, div_eq_zero_iff]
    constructor
    · rintro (h0 | h0)
      · linarith
      · exact absurd h0 hq
    · intro h0
      left
      linarith
  · have a := (eq_div_iff hp).mp g
    have b := (eq_div_iff hm).mp u
    linear_combination -(a + b) / 2
```

## (i) A numerical instance in the plane

Take $V=\mathbb C$ as a real plane, $Pz=\bar z$, $Hz=t\bar z$ with $t$ real, and $L=\tfrac45+\tfrac35i$. Check the assumptions of (e) and show that
$$s=\tfrac{7}{25},\qquad h=t .$$

**Solution.** Conjugating twice gives the identity, and $HPz=tz=PHz$. Also $\|L\|^2=\tfrac{16}{25}+\tfrac{9}{25}=1$. With $R=\tfrac45-\tfrac35i$, the overlap is $s=\tfrac{16}{25}-\tfrac{9}{25}=\tfrac7{25}$. Since $HR=tL$, $h=t$.

Moreover $HL=tR$, so $E=\tfrac{7t}{25}$, and the levels in (e) are
$$\frac{32t/25}{32/25}=t,\qquad \frac{-18t/25}{18/25}=-t .$$

In Lean, $H$ is `hop t` and $P$ is `Complex.conjLIE`.

```lean
/-- The operator on the plane `ℂ` that reflects a vector in the real axis and multiplies it
by `t`. -/
def hop (t : ℝ) : ℂ →ₗ[ℝ] ℂ := t • Complex.conjAe.toLinearMap
```

The theorem checks the assumptions and the values of $s$ and $h$, by expanding the inner product in real and imaginary parts.

```lean
/-- In the plane `ℂ`, the reflection `P` in the real axis, the operator `hop t` and the vector
`L = 4/5 + 3/5 i` meet the hypotheses of `parity_splitting`, with overlap `7/25` and
coupling `h = t`. -/
theorem parity_splitting_witness (t : ℝ) :
    (∀ z, Complex.conjLIE (Complex.conjLIE z) = z) ∧
    (∀ z, hop t (Complex.conjLIE z) = Complex.conjLIE (hop t z)) ∧
    ‖(⟨4 / 5, 3 / 5⟩ : ℂ)‖ = 1 ∧
    ⟪(⟨4 / 5, 3 / 5⟩ : ℂ), Complex.conjLIE ⟨4 / 5, 3 / 5⟩⟫_ℝ = 7 / 25 ∧
    ⟪(⟨4 / 5, 3 / 5⟩ : ℂ), hop t (Complex.conjLIE ⟨4 / 5, 3 / 5⟩)⟫_ℝ = t := by
  have hH : ∀ z, hop t z = t • (starRingEnd ℂ) z := fun _ => rfl
  refine ⟨fun z => by simp, fun z => by simp [hH], ?_, ?_, ?_⟩
  · have h : ‖(⟨4 / 5, 3 / 5⟩ : ℂ)‖ ^ 2 = 1 := by
      rw [Complex.sq_norm, Complex.normSq_mk]
      norm_num
    nlinarith [norm_nonneg (⟨4 / 5, 3 / 5⟩ : ℂ)]
  · norm_num [Complex.inner, Complex.mul_re]
  · simp [hH, Complex.inner, Complex.mul_re]
    ring

end

end CoreHoleParitySplitting
```

```lean
#print axioms CoreHoleParitySplitting.splitting_shift
#print axioms CoreHoleParitySplitting.degeneracy_and_localized_energy
```

```
'CoreHoleParitySplitting.splitting_shift' depends on axioms: [propext, Classical.choice, Quot.sound]
'CoreHoleParitySplitting.degeneracy_and_localized_energy' depends on axioms: [propext, Classical.choice, Quot.sound]
```
